# The cross product of momentum with orbital angular momentum, p × L = x p² − (x·p) p + 2i p

For position and momentum operators obeying the canonical commutation relations in three dimensions, with ħ = 1 and L = x × p, the declaration states that p × L = x p² − (x·p) p + 2i p, component by component and with the order of the factors kept. The operators are elements of an arbitrary complex algebra, so no Hilbert space, self-adjointness or Hamiltonian is assumed. The attempt writes the sums and cross products in terms of the indices `i`, `i + 1` and `i + 2`, taken modulo 3. It then derives the identity from four position–momentum commutators, each multiplied on the right by a component of p.

The failing Lean file:

```lean
import Mathlib

open Finset

namespace MomentumCrossOrbital

variable {A : Type*} [Ring A]

/-- The scalar product of two operator triples, with the factors kept in order. -/
def dot (u v : Fin 3 → A) : A := ∑ i, u i * v i

/-- The cross product of two operator triples, with the factors kept in order. -/
def cross (u v : Fin 3 → A) (i : Fin 3) : A :=
  u (i + 1) * v (i + 2) - u (i + 2) * v (i + 1)

variable [Algebra ℂ A]

/-- The canonical commutation relations in three dimensions, in units with `ħ = 1`. -/
structure Canonical (x p : Fin 3 → A) : Prop where
  xx : ∀ i j, x i * x j = x j * x i
  pp : ∀ i j, p i * p j = p j * p i
  xp : ∀ i j, x i * p j - p j * x i = if i = j then Complex.I • (1 : A) else 0

/-- For canonical `x` and `p` and `L = x × p`: `p × L = x p² - (x·p) p + 2i p`. -/
theorem momentum_cross_orbital {x p : Fin 3 → A} (h : Canonical x p) (i : Fin 3) :
    cross p (cross x p) i =
      x i * dot p p - dot x p * p i + (2 * Complex.I) • p i := by
  have cyc : ∀ f : Fin 3 → A, ∑ k, f k = f i + f (i + 1) + f (i + 2) := by
    intro f
    fin_cases i <;> simp [Fin.sum_univ_three] <;> abel
  have e1 : i + 1 + 1 = i + 2 := by revert i; decide
  have e2 : i + 1 + 2 = i := by revert i; decide
  have e3 : i + 2 + 1 = i := by revert i; decide
  have e4 : i + 2 + 2 = i + 1 := by revert i; decide
  have n1 : i ≠ i + 1 := by revert i; decide
  have n2 : i ≠ i + 2 := by revert i; decide
  have h1 := h.xp i (i + 1)
  have h2 := h.xp i (i + 2)
  have h3 := h.xp (i + 1) (i + 1)
  have h4 := h.xp (i + 2) (i + 2)
  rw [if_neg n1] at h1
  rw [if_neg n2] at h2
  rw [if_pos rfl] at h3 h4
  -- the two unit commutators produce the term `2i p`
  have hc : (2 * Complex.I) • p i =
      (Complex.I • (1 : A)) * p i + (Complex.I • (1 : A)) * p i := by
    rw [smul_mul_assoc, one_mul, two_mul, add_smul]
  rw [hc]
  generalize Complex.I • (1 : A) = c at h3 h4 ⊢
  simp only [dot, cross, cyc, e1, e2, e3, e4]
  linear_combination (norm := noncomm_ring)
    h3 * p i + h4 * p i - h1 * p (i + 1) - h2 * p (i + 2)

end MomentumCrossOrbital
```

Lean reports:

```
Main.lean:31:46: error: Expected type must not contain free variables
  ∀ (i : Fin 3), (∀ (f : Fin 3 → A), ∑ k, f k = f i + f (i + 1) + f (i + 2)) → i + 1 + 1 = i + 2

Hint: Use the `+revert` option to automatically clean up and revert free variables
Main.lean:32:42: error: Expected type must not contain free variables
  ∀ (i : Fin 3), (∀ (f : Fin 3 → A), ∑ k, f k = f i + f (i + 1) + f (i + 2)) → i + 1 + 1 = i + 2 → i + 1 + 2 = i

Hint: Use the `+revert` option to automatically clean up and revert free variables
Main.lean:33:42: error: Expected type must not contain free variables
  ∀ (i : Fin 3),
    (∀ (f : Fin 3 → A), ∑ k, f k = f i + f (i + 1) + f (i + 2)) → i + 1 + 1 = i + 2 → i + 1 + 2 = i → i + 2 + 1 = i

Hint: Use the `+revert` option to automatically clean up and revert free variables
Main.lean:34:46: error: Expected type must not contain free variables
  ∀ (i : Fin 3),
    (∀ (f : Fin 3 → A), ∑ k, f k = f i + f (i + 1) + f (i + 2)) →
      i + 1 + 1 = i + 2 → i + 1 + 2 = i → i + 2 + 1 = i → i + 2 + 2 = i + 1

Hint: Use the `+revert` option to automatically clean up and revert free variables
Main.lean:35:38: error: Expected type must not contain free variables
  ∀ (i : Fin 3),
    (∀ (f : Fin 3 → A), ∑ k, f k = f i + f (i + 1) + f (i + 2)) →
      i + 1 + 1 = i + 2 → i + 1 + 2 = i → i + 2 + 1 = i → i + 2 + 2 = i + 1 → i ≠ i + 1

Hint: Use the `+revert` option to automatically clean up and revert free variables
Main.lean:36:38: error: Expected type must not contain free variables
  ∀ (i : Fin 3),
    (∀ (f : Fin 3 → A), ∑ k, f k = f i + f (i + 1) + f (i + 2)) →
      i + 1 + 1 = i + 2 → i + 1 + 2 = i → i + 2 + 1 = i → i + 2 + 2 = i + 1 → i ≠ i + 1 → i ≠ i + 2

Hint: Use the `+revert` option to automatically clean up and revert free variables
```

Cause. All six errors have the same cause. `decide` needs a proposition without free variables, and `revert i` was meant to supply one by turning each fact about `i` into a statement about all of `Fin 3`. But `revert` also moves into the goal every hypothesis that depends on `i`. One of these is `cyc`, which speaks of functions `Fin 3 → A`, so the goal still contains the free variable `A` and `decide` rejects it. The later messages show the earlier index facts being carried along as well.

The repair states the index facts as a separate proposition, `∀ i : Fin 3, …`, which mentions neither `A` nor `cyc`. `decide` can check it over the three values of `Fin 3`, and the result is then applied to the given `i`. Joining the six facts in one conjunction and splitting it with `obtain` is mere tidying; the cure is that the proposition is closed.

The change, after which it compiles:

```diff
@@ -29,10 +29,7 @@
     intro f
     fin_cases i <;> simp [Fin.sum_univ_three] <;> abel
-  have e1 : i + 1 + 1 = i + 2 := by revert i; decide
-  have e2 : i + 1 + 2 = i := by revert i; decide
-  have e3 : i + 2 + 1 = i := by revert i; decide
-  have e4 : i + 2 + 2 = i + 1 := by revert i; decide
-  have n1 : i ≠ i + 1 := by revert i; decide
-  have n2 : i ≠ i + 2 := by revert i; decide
+  obtain ⟨e1, e2, e3, e4, n1, n2⟩ := (by decide : ∀ i : Fin 3,
+    i + 1 + 1 = i + 2 ∧ i + 1 + 2 = i ∧ i + 2 + 1 = i ∧ i + 2 + 2 = i + 1 ∧
+      i ≠ i + 1 ∧ i ≠ i + 2) i
   have h1 := h.xp i (i + 1)
   have h2 := h.xp i (i + 2)
```
